# The Laplace transform of a finite first-passage law lies strictly between zero and one at a positive restart rate

The theorem `laplace_between` concerns a first-passage law with finitely many passage times, all positive, whose probabilities are non-negative and sum to one. It states that for every real rate r > 0 the Laplace transform, the sum of each probability times exp(−r · time), is strictly greater than 0 and strictly less than 1. The attempt first finds an outcome of positive probability, since otherwise the probabilities could not sum to one. It then shows that every exponential factor is below 1, and compares the sum term by term with zero for the lower bound and with the total probability for the upper.

This version doesn't compile in Lean 4 with Mathlib:

```lean
import Mathlib

open Filter Topology

namespace PoissonRestart

noncomputable section

/-- A first-passage law with finitely many positive passage times and their probabilities. -/
structure PassageLaw (ι : Type*) [Fintype ι] where
  prob : ι → ℝ
  time : ι → ℝ
  prob_nonneg : ∀ i, 0 ≤ prob i
  prob_sum : ∑ i, prob i = 1
  time_pos : ∀ i, 0 < time i

variable {ι : Type*} [Fintype ι] (L : PassageLaw ι)

/-- The Laplace transform of the first-passage law at rate `r`. -/
def PassageLaw.laplace (r : ℝ) : ℝ := ∑ i, L.prob i * Real.exp (-(r * L.time i))

/-- At a positive restart rate, the Laplace transform lies strictly between zero and one. -/
theorem laplace_between {r : ℝ} (hr : 0 < r) : 0 < L.laplace r ∧ L.laplace r < 1 := by
  have hex : ∃ i, 0 < L.prob i := by
    by_contra h
    have h0 : ∀ i, L.prob i = 0 := fun i =>
      le_antisymm (not_lt.mp fun hi => h ⟨i, hi⟩) (L.prob_nonneg i)
    have hs := L.prob_sum
    simp [h0] at hs
  obtain ⟨i, hi⟩ := hex
  have he : ∀ j, Real.exp (-(r * L.time j)) < 1 := fun j =>
    Real.exp_lt_one (neg_lt_zero.mpr (mul_pos hr (L.time_pos j)))
  constructor
  · exact Finset.sum_pos' (fun j _ => mul_nonneg (L.prob_nonneg j) (Real.exp_pos _).le)
      ⟨i, Finset.mem_univ i, mul_pos hi (Real.exp_pos _)⟩
  · rw [← L.prob_sum]
    exact Finset.sum_lt_sum
      (fun j _ => mul_le_of_le_one_right (L.prob_nonneg j) (he j).le)
      ⟨i, Finset.mem_univ i, mul_lt_of_lt_one_right hi (he i)⟩

end

end PoissonRestart
```

The error:

```
Main.lean:32:4: error(lean.unknownIdentifier): Unknown constant `Real.exp_lt_one`
```

Lean accepts the file once it reads:

```diff
@@ -30,5 +30,5 @@
   obtain ⟨i, hi⟩ := hex
   have he : ∀ j, Real.exp (-(r * L.time j)) < 1 := fun j =>
-    Real.exp_lt_one (neg_lt_zero.mpr (mul_pos hr (L.time_pos j)))
+    Real.exp_lt_one_iff.mpr (neg_lt_zero.mpr (mul_pos hr (L.time_pos j)))
   constructor
   · exact Finset.sum_pos' (fun j _ => mul_nonneg (L.prob_nonneg j) (Real.exp_pos _).le)
```

Cause. The message says that Lean knows no constant called `Real.exp_lt_one` in this file, which imports Mathlib. The name was used in the step `he`, to pass from the negativity of an exponent to the bound exp(−r · time) < 1. The failure is therefore one of name lookup, and the message finds no fault with the inequality itself.

The repair uses `Real.exp_lt_one_iff`, which states that the exponential of a real number is less than 1 if and only if that number is negative. Because this is an equivalence, `.mpr` is needed to select the direction from the negative exponent to the bound. The argument that follows is unchanged: `mul_pos` shows that the rate times the passage time is positive, and `neg_lt_zero.mpr` turns this into the negativity of the exponent. The rest of the proof also stands as it was.
